# A PAW overlap with a single projector can differ from the identity by a rank-two matrix

In the projector augmented-wave (PAW) method, the map from smooth to all-electron orbitals induces an overlap matrix S on the smooth ones. The theorem `example_not_ultrasoft` takes a two-dimensional real-space model with one all-electron partial wave (1, 1), and with (1, 0) as both smooth partial wave and projector p. It states that p†p = 1, that S − 1 has rank two, and that S is not 1 + q pp† for any complex number q. The all-electron wave is unnormalised, with squared norm 2; scaled to unit norm it would give S the rows (1, 1/√2) and (1/√2, 1), and S − 1 would still have rank two. The attempt computes p†p by entries, gets the rank from a nonzero determinant, and refutes the last form by comparing the upper off-diagonal entries, which are 1 in S and 0 in 1 + q pp†.

The failing Lean file:

```lean
import Mathlib

open Matrix

namespace ExampleNotUltrasoft

noncomputable section

variable {n m : Type*} [Fintype n] [DecidableEq n] [Fintype m] [DecidableEq m]

/-- The PAW map `T = 1 + U Pᴴ`, where the columns of `U` are the differences between
all-electron and smooth partial waves and the columns of `P` are the projectors. -/
def pawMap (U P : Matrix n m ℂ) : Matrix n n ℂ := 1 + U * Pᴴ

/-- The overlap matrix `S = Tᴴ T` that the PAW map induces on smooth orbitals. -/
def pawOverlap (U P : Matrix n m ℂ) : Matrix n n ℂ := (pawMap U P)ᴴ * pawMap U P

/-- The all-electron partial wave `(1, 1)` of the two-dimensional example. -/
def phi : Matrix (Fin 2) (Fin 1) ℂ := !![1; 1]

/-- The vector `(1, 0)`, which is both smooth partial wave and projector in the
two-dimensional example. -/
def phit : Matrix (Fin 2) (Fin 1) ℂ := !![1; 0]

/-- In the two-dimensional example the PAW overlap is the matrix with rows `(2, 1)` and
`(1, 1)`. -/
theorem example_overlap : pawOverlap (phi - phit) phit = !![2, 1; 1, 1] := by
  ext i j
  -- expand the products into entries before inserting the columns
  simp only [pawOverlap, pawMap, Matrix.mul_apply, Matrix.conjTranspose_apply,
    Matrix.add_apply, Matrix.sub_apply, Fin.sum_univ_two]
  fin_cases i <;> fin_cases j <;> norm_num [phi, phit, Matrix.one_apply]

/-- One projector, dual to its smooth partial wave, can give an overlap that differs from
the identity by a matrix of rank two and is not `1 + q p pᴴ` for any number `q`. -/
theorem example_not_ultrasoft :
    phitᴴ * phit = 1 ∧ (pawOverlap (phi - phit) phit - 1).rank = 2 ∧
      ∀ q : ℂ, pawOverlap (phi - phit) phit ≠ 1 + q • (phit * phitᴴ) := by
  refine ⟨?_, ?_, ?_⟩
  · ext i j
    fin_cases i
    fin_cases j
    simp [phit, Matrix.mul_apply, Fin.sum_univ_succ]
  · have h : pawOverlap (phi - phit) phit - 1 = !![1, 1; 1, 0] := by
      rw [example_overlap]
      ext i j
      fin_cases i <;> fin_cases j <;> norm_num [Matrix.one_apply]
    -- the determinant is -1, so the rank is full
    have hu : IsUnit (!![1, 1; 1, 0] : Matrix (Fin 2) (Fin 2) ℂ) := by
      rw [isUnit_iff_isUnit_det, det_fin_two_of]
      norm_num
    rw [h, rank_of_isUnit _ hu, Fintype.card_fin]
  · intro q hq
    -- compare the off-diagonal entries
    have h01 := congrFun (congrFun (example_overlap.symm.trans hq) 0) 1
    simp [phit, Matrix.mul_apply] at h01

end

end ExampleNotUltrasoft
```

Messages:

```
Main.lean:53:2: error: unsolved goals
case refine_3
q : ℂ
hq : pawOverlap (phi - phit) phit = 1 + q • (phit * phitᴴ)
h01 : 1 = q * (![1] ᵥ* !![1; 0]ᴴ) 1
⊢ False
Main.lean:56:16: warning: This simp argument is unused:
  Matrix.mul_apply

Hint: Omit it from the simp argument list.
  [apply] simp [phit] at h01

Note: This linter can be disabled with `set_option linter.unusedSimpArgs false`
```

Cause. The error says that the third part still has `False` to prove: `simp` simplified `h01` but did not reach a contradiction. What remains on the right is `q` times an entry of a vector-matrix product, which is in fact zero, but `simp` did not evaluate it.

The trouble is the order of rewriting. Given `phit`, `simp` unfolded it to the explicit column `!![1; 0]`, and its own rules for explicit matrices then turned the matrix product into rows written with `ᵥ*`. No entry of a matrix product was left for `Matrix.mul_apply` to expand, which is why the warning calls that argument unused.

The repair expands first and unfolds afterwards. The new `simp only` does not unfold `phit`. Its lemmas for sums and scalar multiples bring the entry down to the product, `Matrix.mul_apply` writes that as a sum, and `Matrix.conjTranspose_apply` turns entries of `phitᴴ` into conjugated entries of `phit`. Then `simp [phit]` puts in the numbers, `h01` becomes the false equation 1 = 0, and the goal closes.

The mended proof, as a diff:

```diff
@@ -54,5 +54,7 @@
     -- compare the off-diagonal entries
     have h01 := congrFun (congrFun (example_overlap.symm.trans hq) 0) 1
-    simp [phit, Matrix.mul_apply] at h01
+    simp only [Matrix.add_apply, Matrix.smul_apply, Matrix.mul_apply,
+      Matrix.conjTranspose_apply] at h01
+    simp [phit] at h01
 
 end
```
